# How far a linear tilt moves the top of a uniformly concave barrier

A perturbation that raises the product side of a reaction can shift its transition state along the reaction coordinate, and a bound on the shift needs a definition of the transition state that still applies after the perturbation. Here it is the global maximiser of a one-dimensional energy profile $V(x)+e\,x$, where $x$ is the reaction coordinate, $V$ the unperturbed energy and $e$ the strength of a linear tilt. That the slope vanishes there is then proved and not postulated.

## Curvature bounds the shift from both sides

Let $V$ be twice differentiable with $-M\le V''(x)\le -m<0$ for all real $x$. The constants $m$ and $M$ are not masses: they are the smallest and largest downward force constants allowed along the barrier. For every real $e$ the tilted profile has exactly one global maximiser $x_e$, and for $e>0$

$$\frac{e}{M}\le x_e-x_0\le\frac{e}{m}.$$

A profile that is concave everywhere has no reactant or product wells, so it stands only for the barrier region of a reaction; the last section returns to profiles with wells. If $x$ increases from reactants to products, a positive $e$ makes the reaction more endothermic and the transition state moves towards the products. This is the direction that Hammond's postulate suggests, although the postulate concerns structural resemblance between species close in energy, and the bound concerns only a displacement.

## Bracketing the barrier top as a force is ramped

A constant pulling force $F$ along $x$ adds $-Fx$ to the energy, so $e=-F$. For a one-dimensional profile that satisfies the curvature bounds, a code that raises the tilt from $e$ to $e+\delta$, with $\delta>0$, can look for the new maximum in $[x_e+\delta/M,\;x_e+\delta/m]$. The differential law

$$\frac{dx_e}{de}=\frac{1}{-V''(x_e)}$$

gives the first-order guess $x_e+\delta/(-V''(x_e))$, which lies in the same interval. When the pulling force $F$ grows by $\delta$, the tilt falls by $\delta$, and the new maximum lies on the other side of $x_e$, in $[x_e-\delta/m,\;x_e-\delta/M]$.

## From the drop in slope to the displacement

**Slope drop.** For $x<y$ the mean value theorem gives a $c$ between them with $V'(y)-V'(x)=V''(c)(y-x)$. Hence

$$m(y-x)\le V'(x)-V'(y)\le M(y-x),$$

which also holds for $x=y$.

**Stationarity.** At a maximum of $V(x)+ex$ the derivative vanishes, so $V'(x)=-e$. Conversely, suppose $V'(x)=-e$. If $y>x$, then $V(y)-V(x)=V'(c)(y-x)$ for some $c$ in $(x,y)$. The slope decreases, so $V'(c)\le -e$ and $V(y)+ey\le V(x)+ex$. If $y<x$, then $V(x)-V(y)=V'(c)(x-y)$ with $V'(c)\ge -e$, which gives the same inequality.

**Existence and uniqueness.** Put $r=|V'(0)+e|/m$. The slope drop gives

$$V'(r)\le V'(0)-mr\le -e\le V'(0)+mr\le V'(-r).$$

Since $V'$ is continuous, it takes the value $-e$ in $[-r,r]$. Two points $x\le y$ with this slope satisfy $m(y-x)\le 0$, so they coincide.

**Displacement.** Let $e_1\le e_2$ have maximisers $x_1,x_2$. If $x_2<x_1$, then $0<m(x_1-x_2)\le V'(x_2)-V'(x_1)=e_1-e_2\le 0$, a contradiction. So $x_1\le x_2$, and the slope drop reads

$$m(x_2-x_1)\le e_2-e_1\le M(x_2-x_1).$$

Dividing by $m$ and by $M$, which is positive because $M\ge m$, and setting $e_1=0$, $e_2=e$ gives the bound.

**Two barriers.** Let a second barrier $W$ have curvature magnitude at least $k$, with $k\ge M$. For $e\ge 0$ its shift is at most $e/k\le e/M$, hence no larger than the shift of $V$. In this sense sharper barriers move less.

**Differential law.** The slope drop gives $|x_a-x_e|\le|a-e|/m$, so $x_a\to x_e$ as $a\to e$. For $a\ne e$,

$$\frac{x_a-x_e}{a-e}=\left(-\frac{V'(x_a)-V'(x_e)}{x_a-x_e}\right)^{-1}\to\frac{1}{-V''(x_e)}.$$

**Equal bounds.** When $m=M=k$ the two bounds meet. The inverted parabola $V(x)=-\tfrac{k}{2}x^2$ has $x_e=e/k$ exactly.

## The Lean file

```lean
import Mathlib

open Set

namespace HammondDisplacement

/-- A one-dimensional energy barrier `V` with slope `V'` and curvature `V''`, where the
curvature lies everywhere between `-M` and `-m`, with `m` positive. -/
structure Barrier (V V' V'' : ℝ → ℝ) (m M : ℝ) : Prop where
  slope : ∀ x, HasDerivAt V (V' x) x
  curvature : ∀ x, HasDerivAt V' (V'' x) x
  m_pos : 0 < m
  lower : ∀ x, -M ≤ V'' x
  upper : ∀ x, V'' x ≤ -m

/-- The energy profile `V` with a linear term of strength `e` added along the reaction
coordinate. -/
def tilted (V : ℝ → ℝ) (e x : ℝ) : ℝ := V x + e * x

/-- The point `x` is a transition state at tilt `e` if the tilted profile is globally
maximal there. -/
def IsTransitionState (V : ℝ → ℝ) (e x : ℝ) : Prop :=
  ∀ y, tilted V e y ≤ tilted V e x

variable {V V' V'' : ℝ → ℝ} {m M : ℝ}

/-- Between two ordered points of a barrier the slope drops by at least `m` and at most `M`
times their distance. -/
theorem Barrier.slope_drop (hB : Barrier V V' V'' m M) {x y : ℝ} (hxy : x ≤ y) :
    m * (y - x) ≤ V' x - V' y ∧ V' x - V' y ≤ M * (y - x) := by
  rcases hxy.eq_or_lt with rfl | h
  · simp
  -- the mean value theorem for the slope
  obtain ⟨c, -, hc⟩ := exists_hasDerivAt_eq_slope V' V'' h
    (fun t _ => (hB.curvature t).continuousAt.continuousWithinAt)
    (fun t _ => hB.curvature t)
  have hpos : 0 < y - x := sub_pos.2 h
  rw [eq_div_iff hpos.ne'] at hc
  have h1 := mul_le_mul_of_nonneg_right (hB.lower c) hpos.le
  have h2 := mul_le_mul_of_nonneg_right (hB.upper c) hpos.le
  constructor <;> linarith

/-- On a barrier, a point is a transition state at tilt `e` exactly when the slope of the
untilted profile there equals `-e`. -/
theorem Barrier.isTransitionState_iff (hB : Barrier V V' V'' m M) (e x : ℝ) :
    IsTransitionState V e x ↔ V' x = -e := by
  constructor
  · intro h
    have hd : HasDerivAt (tilted V e) (V' x + e) x := by
      have h1 := (hB.slope x).fun_add ((hasDerivAt_id' x).const_mul e)
      rw [mul_one] at h1
      exact h1
    have hmax : IsLocalMax (tilted V e) x := Filter.Eventually.of_forall h
    have h0 := hmax.hasDerivAt_eq_zero hd
    linarith
  · intro h y
    unfold tilted
    rcases lt_trichotomy x y with hxy | hxy | hxy
    · -- to the right of `x` the slope is at most `-e`
      obtain ⟨c, hcm, hc⟩ := exists_hasDerivAt_eq_slope V V' hxy
        (fun t _ => (hB.slope t).continuousAt.continuousWithinAt) (fun t _ => hB.slope t)
      have hpos : 0 < y - x := sub_pos.2 hxy
      rw [eq_div_iff hpos.ne'] at hc
      have h1 := (hB.slope_drop hcm.1.le).1
      have h2 := mul_nonneg hB.m_pos.le (sub_nonneg.2 hcm.1.le)
      have h3 : V' c ≤ -e := by linarith
      have h4 := mul_le_mul_of_nonneg_right h3 hpos.le
      linarith
    · rw [hxy]
    · -- to the left of `x` the slope is at least `-e`
      obtain ⟨c, hcm, hc⟩ := exists_hasDerivAt_eq_slope V V' hxy
        (fun t _ => (hB.slope t).continuousAt.continuousWithinAt) (fun t _ => hB.slope t)
      have hpos : 0 < x - y := sub_pos.2 hxy
      rw [eq_div_iff hpos.ne'] at hc
      have h1 := (hB.slope_drop hcm.2.le).1
      have h2 := mul_nonneg hB.m_pos.le (sub_nonneg.2 hcm.2.le)
      have h3 : -e ≤ V' c := by linarith
      have h4 := mul_le_mul_of_nonneg_right h3 hpos.le
      linarith

/-- At every tilt a barrier has exactly one transition state. -/
theorem Barrier.existsUnique_transitionState (hB : Barrier V V' V'' m M) (e : ℝ) :
    ∃! x, IsTransitionState V e x := by
  -- the slope passes through `-e` within distance `r` of the origin
  obtain ⟨r, hr⟩ : ∃ r, r = |V' 0 + e| / m := ⟨_, rfl⟩
  have hr0 : 0 ≤ r := by rw [hr]; exact div_nonneg (abs_nonneg _) hB.m_pos.le
  have hmr : r * m = |V' 0 + e| := by rw [hr]; exact div_mul_cancel₀ _ hB.m_pos.ne'
  have h1 := (hB.slope_drop hr0).1
  have h2 := (hB.slope_drop (neg_nonpos.2 hr0)).1
  have h3 := le_abs_self (V' 0 + e)
  have h4 := neg_abs_le (V' 0 + e)
  have hmem : -e ∈ Icc (V' r) (V' (-r)) := ⟨by linarith, by linarith⟩
  obtain ⟨x, -, hx⟩ := intermediate_value_Icc' (by linarith : -r ≤ r)
    (fun t _ => (hB.curvature t).continuousAt.continuousWithinAt) hmem
  refine ⟨x, (hB.isTransitionState_iff e x).2 hx, fun y hy => ?_⟩
  have hy' := (hB.isTransitionState_iff e y).1 hy
  have hm := hB.m_pos
  rcases le_total x y with h | h
  · have := (hB.slope_drop h).1
    nlinarith
  · have := (hB.slope_drop h).1
    nlinarith

/-- When the tilt of a barrier grows from `e₁` to `e₂`, the transition state moves forward by
at least `(e₂ - e₁) / M` and at most `(e₂ - e₁) / m`. -/
theorem Barrier.displacement (hB : Barrier V V' V'' m M) {e₁ e₂ x₁ x₂ : ℝ} (he : e₁ ≤ e₂)
    (h₁ : IsTransitionState V e₁ x₁) (h₂ : IsTransitionState V e₂ x₂) :
    (e₂ - e₁) / M ≤ x₂ - x₁ ∧ x₂ - x₁ ≤ (e₂ - e₁) / m := by
  have s₁ := (hB.isTransitionState_iff e₁ x₁).1 h₁
  have s₂ := (hB.isTransitionState_iff e₂ x₂).1 h₂
  have hm := hB.m_pos
  have hM : 0 < M := by linarith [hB.lower 0, hB.upper 0]
  have hx : x₁ ≤ x₂ := by
    by_contra hlt
    push Not at hlt
    have h := (hB.slope_drop hlt.le).1
    have hp := mul_pos hm (sub_pos.2 hlt)
    linarith
  obtain ⟨ha, hb⟩ := hB.slope_drop hx
  rw [div_le_iff₀ hM, le_div_iff₀ hm]
  constructor <;> linarith

/-- Quantitative Hammond displacement: a barrier has a unique transition state `x e` at each
tilt `e`, and for `e > 0` its shift from `x 0` lies between `e / M` and `e / m`. -/
theorem hammond_displacement (hB : Barrier V V' V'' m M) :
    ∃ x : ℝ → ℝ, (∀ e y, IsTransitionState V e y ↔ y = x e) ∧
      ∀ e, 0 < e → e / M ≤ x e - x 0 ∧ x e - x 0 ≤ e / m := by
  choose x hx using fun e => (hB.existsUnique_transitionState e).exists
  refine ⟨x, fun e y => ⟨fun hy => ?_, fun hy => ?_⟩, fun e he => ?_⟩
  · exact (hB.existsUnique_transitionState e).unique hy (hx e)
  · rw [hy]
    exact hx e
  · have h := hB.displacement he.le (hx 0) (hx e)
    rwa [sub_zero] at h

/-- Sharper barriers move less: if the lower bound `k` on the curvature magnitude of `W` is at
least the upper bound `M` for `V`, the same tilt `e ≥ 0` shifts the transition state of `W`
by no more than that of `V`. -/
theorem sharper_moves_less {W W' W'' : ℝ → ℝ} {k K : ℝ} (hV : Barrier V V' V'' m M)
    (hW : Barrier W W' W'' k K) (hMk : M ≤ k) {e x₀ x₁ y₀ y₁ : ℝ} (he : 0 ≤ e)
    (hx₀ : IsTransitionState V 0 x₀) (hx₁ : IsTransitionState V e x₁)
    (hy₀ : IsTransitionState W 0 y₀) (hy₁ : IsTransitionState W e y₁) :
    y₁ - y₀ ≤ x₁ - x₀ := by
  have hM : 0 < M := by linarith [hV.lower 0, hV.upper 0, hV.m_pos]
  have h1 := (hV.displacement he hx₀ hx₁).1
  have h2 := (hW.displacement he hy₀ hy₁).2
  have h3 : (e - 0) / k ≤ (e - 0) / M :=
    div_le_div_of_nonneg_left (by linarith) hM hMk
  linarith

/-- The transition state of a barrier responds to the tilt at a rate equal to the inverse
magnitude of the curvature at the transition state. -/
theorem Barrier.hasDerivAt_transitionState (hB : Barrier V V' V'' m M) {x : ℝ → ℝ}
    (hx : ∀ e, IsTransitionState V e (x e)) (e : ℝ) :
    HasDerivAt x (1 / (-V'' (x e))) e := by
  have hs : ∀ a, V' (x a) = -a := fun a => (hB.isTransitionState_iff a (x a)).1 (hx a)
  have hm := hB.m_pos
  -- the position depends continuously on the tilt
  have hcont : ContinuousAt x e := by
    rw [Metric.continuousAt_iff]
    intro ε hε
    refine ⟨m * ε, mul_pos hm hε, fun {a} ha => ?_⟩
    rw [Real.dist_eq, abs_lt] at ha ⊢
    rcases le_total (x e) (x a) with h | h
    · have h1 := (hB.slope_drop h).1
      rw [hs, hs] at h1
      have h2 : x a - x e < ε := lt_of_mul_lt_mul_left (by linarith) hm.le
      constructor <;> linarith
    · have h1 := (hB.slope_drop h).1
      rw [hs, hs] at h1
      have h2 : x e - x a < ε := lt_of_mul_lt_mul_left (by linarith) hm.le
      constructor <;> linarith
  -- the position is the inverse function of minus the slope
  have hne : -V'' (x e) ≠ 0 := by
    have := hB.upper (x e)
    exact ne_of_gt (by linarith)
  rw [one_div]
  exact HasDerivAt.of_local_left_inverse hcont (hB.curvature (x e)).fun_neg hne
    (Filter.Eventually.of_forall fun a => by simp [hs])

/-- The inverted parabola of curvature `-k`, with `k > 0`, is a barrier with `m = M = k`, and
its transition state at tilt `e` is `e / k`. -/
theorem parabola_witness {k : ℝ} (hk : 0 < k) :
    Barrier (fun x => -(k / 2) * (x * x)) (fun x => -k * x) (fun _ => -k) k k ∧
      ∀ e, IsTransitionState (fun x => -(k / 2) * (x * x)) e (e / k) := by
  have hB : Barrier (fun x => -(k / 2) * (x * x)) (fun x => -k * x) (fun _ => -k) k k :=
    { slope := fun x => (((hasDerivAt_id' x).fun_mul (hasDerivAt_id' x)).const_mul
        (-(k / 2))).congr_deriv (by ring)
      curvature := fun x => ((hasDerivAt_id' x).const_mul (-k)).congr_deriv (by ring)
      m_pos := hk
      lower := fun _ => le_rfl
      upper := fun _ => le_rfl }
  refine ⟨hB, fun e => (hB.isTransitionState_iff e (e / k)).2 ?_⟩
  rw [neg_mul, mul_div_cancel₀ e hk.ne']

end HammondDisplacement
```

```lean
#print axioms HammondDisplacement.hammond_displacement
#print axioms HammondDisplacement.sharper_moves_less
#print axioms HammondDisplacement.Barrier.hasDerivAt_transitionState
```

```
'HammondDisplacement.hammond_displacement' depends on axioms: [propext, Classical.choice, Quot.sound]
'HammondDisplacement.sharper_moves_less' depends on axioms: [propext, Classical.choice, Quot.sound]
'HammondDisplacement.Barrier.hasDerivAt_transitionState' depends on axioms: [propext, Classical.choice, Quot.sound]
```

## What the theorems guarantee, and for which profiles

`Barrier V V' V'' m M` collects the hypotheses. The primes are parts of names: `V'` and `V''` are separate functions, tied to `V` by the derivative statements `slope` and `curvature`. Continuity of `V''` is not assumed. `tilted V e x` is $V(x)+ex$, and `IsTransitionState V e x` says that no point has a higher tilted energy than `x`.

`hammond_displacement` provides a function `x` from tilts to positions. Its first clause says that `y` is a transition state at tilt `e` if and only if `y = x e`, which contains existence and uniqueness; its second is the two-sided bound for `0 < e`. `Barrier.displacement` gives the bound between any two ordered tilts, so negative tilts are included.

The lemmas follow the steps above. `Barrier.slope_drop` applies the mean value theorem through `exists_hasDerivAt_eq_slope`, and `Barrier.isTransitionState_iff` uses it again for each side of the maximum. `Barrier.existsUnique_transitionState` takes its point from `intermediate_value_Icc'`, and `choose` turns these points into the function `x`. In `Barrier.hasDerivAt_transitionState`, the limit of quotients is replaced by Mathlib's derivative rule for a local inverse, after continuity has been shown. `sharper_moves_less` chains two displacement bounds, and `parabola_witness` shows that the hypotheses can be met with both bounds attained.

The comparison of two barriers assumes that their curvature ranges are ordered, which is sufficient but not necessary. Ordering the curvatures at the two untilted tops is not enough for a finite tilt, because the curvature can change along the way.

The step left to the user is the passage from a globally concave profile to a real one, which has reactant and product wells where $V''>0$. The slope-drop argument suggests the remedy: define the barrier top as the maximiser on a fixed interval instead of the whole line, and check that the curvature bounds hold on that interval and that both the old and the new top lie in its interior. The model also keeps the coordinate fixed and the perturbation linear in it, so a saddle point that moves sideways in many dimensions needs a separate analysis.
